# An exact energy-2 eigenstate of the AKLT ring with even N ≥ 4

I describe $N$ spins 1 on a ring by complex amplitudes on configurations of $m=+,0,-$, and take $H=\sum_j P_j$, where $P_j$ projects sites $j,j+1$ onto total spin 2. For even $N\ge4$ and the AKLT state $\psi$, $X=\sum_j(-1)^j(S_j^+)^2\psi$ should be an exact excited state with energy 2. Can this be made rigorous and machine-checked?

## Each bond returns its own two terms

Yes. Number the sites from 0 and set $\psi(s)=\operatorname{tr}\prod_i A_{s_i}$, with

$$A_+=\begin{pmatrix}0&2\\0&0\end{pmatrix},\quad A_0=\begin{pmatrix}1&0\\0&-1\end{pmatrix},\quad A_-=\begin{pmatrix}0&0\\-1&0\end{pmatrix}.$$

All spin-2 combinations vanish:

$$A_\pm^2=0,\quad A_\pm A_0+A_0A_\pm=0,\quad A_+A_-+2A_0^2+A_-A_+=0.$$

Hence $P_j\psi=0$ and $H\psi=0$.

With the other spins fixed, let $\varphi(a,b)$ be the amplitude on bond $j,j+1$. Then $\varphi(-,-)=0$ and $\varphi(0,-)=-\varphi(-,0)$. Since $(S^+)^2$ sends $|-\rangle$ to $2|+\rangle$ and kills the rest, $(S_j^+)^2-(S_{j+1}^+)^2$ produces

$$2[\varphi(-,+)-\varphi(+,-)]|{+}{+}\rangle+2\varphi(-,0)(|{+}0\rangle+|0{+}\rangle).$$

This is pure spin 2, so $P_j$ fixes it. Operators off the bond commute with $P_j$, so their terms vanish. For even $N$ the signs also alternate across the closing bond. Each site belongs to two bonds, giving $HX=2X$.

Let $n=+-+-\cdots$, and let $n'$ be $n$ with site 1 raised to $+$. Only term $j=1$ contributes to $X(n')$; the others leave neighbouring $++$, where $\psi=0$. Thus $X(n')=-2\psi(n)=-2(-2)^{N/2}\ne0$, divided by $\sqrt{3^N+3}$ if $\psi$ is normalised.

At $N=2$, $\psi\propto|{+}{-}\rangle-|00\rangle+|{-}{+}\rangle$: the two terms cancel and $X=0$.

## What the Lean theorem says

`aklt_exact_excited_state` assumes `Even N` and `4 ≤ N`. It states that `aklt N` ($\psi$) is nonzero with energy 0, and `magnon (aklt N)` ($X$) is nonzero with energy 2. Labels 0, 1, 2 mean $+,0,-$. Positivity of $H$, uniqueness and the gap are not covered. For this finite, special Hamiltonian, the level can test exact-diagonalisation code.

```lean
import Mathlib

open Function

namespace AKLTExcitation

noncomputable section

variable {N : ℕ}

/-- Wavefunctions of `N` spins 1; the labels 0, 1, 2 mean m = +1, 0, -1. -/
abbrev State (N : ℕ) := (Fin N → Fin 3) → ℂ

/-- The matrix that raises m by one with unit amplitude. -/
def up : Matrix (Fin 3) (Fin 3) ℂ := !![0, 1, 0; 0, 0, 1; 0, 0, 0]

/-- The spin-1 matrix of S^z. -/
def Sz : Matrix (Fin 3) (Fin 3) ℂ := !![1, 0, 0; 0, 0, 0; 0, 0, -1]

/-- The spin-1 matrix of S^+. -/
def Splus : Matrix (Fin 3) (Fin 3) ℂ := ((√2 : ℝ) : ℂ) • up

/-- The spin-1 matrix of S^-. -/
def Sminus : Matrix (Fin 3) (Fin 3) ℂ := ((√2 : ℝ) : ℂ) • up.transpose

/-- The one-spin matrix `O` acting on site `j`. -/
def site (O : Matrix (Fin 3) (Fin 3) ℂ) (j : Fin N) : Module.End ℂ (State N) where
  toFun Φ s := ∑ a, O (s j) a * Φ (update s j a)
  map_add' Φ Ψ := by ext s; simp [mul_add, Finset.sum_add_distrib]
  map_smul' c Φ := by ext s; simp [Finset.mul_sum, mul_left_comm]

/-- The scalar product of the spins at `j` and `k`. -/
def spinDot (j k : Fin N) : Module.End ℂ (State N) :=
  site Sz j * site Sz k +
    (1 / 2 : ℂ) • (site Splus j * site Sminus k + site Sminus j * site Splus k)

/-- For distinct sites `j` and `k`, the projector of their two spins onto total spin 2. -/
def bondProj (j k : Fin N) : Module.End ℂ (State N) :=
  (1 / 3 : ℂ) • 1 + (1 / 2 : ℂ) • spinDot j k + (1 / 6 : ℂ) • (spinDot j k * spinDot j k)

/-- The configuration `s` with the spins at `j` and `k` reset to `a` and `b`. -/
def put (s : Fin N → Fin 3) (j k : Fin N) (a b : Fin 3) : Fin N → Fin 3 :=
  update (update s j a) k b

/-- The action of the scalar product of two spins on two-site amplitudes. -/
def exchange (φ : Fin 3 → Fin 3 → ℂ) : Fin 3 → Fin 3 → ℂ :=
  ![![φ 0 0, φ 1 0, φ 1 1 - φ 0 2], ![φ 0 1, φ 0 2 + φ 2 0, φ 2 1],
    ![φ 1 1 - φ 2 0, φ 1 2, φ 2 2]]

/-- The spin-2 part of a two-site amplitude. -/
def spinTwo (φ : Fin 3 → Fin 3 → ℂ) : Fin 3 → Fin 3 → ℂ :=
  ![![φ 0 0, (φ 0 1 + φ 1 0) / 2, (φ 0 2 + 2 * φ 1 1 + φ 2 0) / 6],
    ![(φ 0 1 + φ 1 0) / 2, (φ 0 2 + 2 * φ 1 1 + φ 2 0) / 3, (φ 1 2 + φ 2 1) / 2],
    ![(φ 0 2 + 2 * φ 1 1 + φ 2 0) / 6, (φ 1 2 + φ 2 1) / 2, φ 2 2]]

/-- Rules for reading and resetting two distinct spins of a configuration. -/
theorem put_spec {j k : Fin N} (h : j ≠ k) (s : Fin N → Fin 3) (a b x y : Fin 3) :
    put s j k a b j = a ∧ put s j k a b k = b ∧
    update (put s j k a b) j x = put s j k x b ∧
    update (put s j k a b) k y = put s j k a y ∧
    put (put s j k a b) j k x y = put s j k x y := by
  refine ⟨by simp [put, h], by simp [put], ?_, by simp [put], ?_⟩
  · unfold put
    rw [update_comm h.symm, update_idem]
  · unfold put
    rw [update_comm h.symm, update_idem, update_idem]

/-- The bond projector replaces the two-site amplitude by its spin-2 part. -/
theorem bondProj_apply {j k : Fin N} (h : j ≠ k) (Φ : State N) (s : Fin N → Fin 3) :
    bondProj j k Φ s = spinTwo (fun a b => Φ (put s j k a b)) (s j) (s k) := by
  have r2 : ((√2 : ℝ) : ℂ) * ((√2 : ℝ) : ℂ) = 2 := by
    rw [← Complex.ofReal_mul, Real.mul_self_sqrt (by norm_num)]; norm_num
  have table : ∀ (φ : Fin 3 → Fin 3 → ℂ) (a b : Fin 3),
      (∑ x, Sz a x * ∑ y, Sz b y * φ x y) + 1 / 2 * ((∑ x, Splus a x * ∑ y, Sminus b y * φ x y)
        + ∑ x, Sminus a x * ∑ y, Splus b y * φ x y) = exchange φ a b := by
    intro φ a b
    have e : (∑ x, Splus a x * ∑ y, Sminus b y * φ x y)
        + (∑ x, Sminus a x * ∑ y, Splus b y * φ x y)
        = ((√2 : ℝ) : ℂ) * ((√2 : ℝ) : ℂ) * ((∑ x, up a x * ∑ y, up y b * φ x y)
          + ∑ x, up x a * ∑ y, up b y * φ x y) := by
      simp only [Splus, Sminus, Matrix.smul_apply, Matrix.transpose_apply, smul_eq_mul,
        Fin.sum_univ_three]
      ring
    rw [e, r2]
    fin_cases a <;> fin_cases b <;> simp [Sz, up, exchange, Fin.sum_univ_three] <;> ring
  have sa : ∀ O (l : Fin N) (Ψ : State N) t,
      site O l Ψ t = ∑ a, O (t l) a * Ψ (update t l a) := fun _ _ _ _ => rfl
  have hd : ∀ (Ψ : State N) t,
      spinDot j k Ψ t = exchange (fun a b => Ψ (put t j k a b)) (t j) (t k) := by
    intro Ψ t
    rw [← table]
    simp only [spinDot, LinearMap.add_apply, LinearMap.smul_apply, Module.End.mul_apply,
      Pi.add_apply, Pi.smul_apply, smul_eq_mul, sa, update_of_ne h.symm, put]
  have h2 : ∀ a b, spinDot j k Φ (put s j k a b)
      = exchange (fun x y => Φ (put s j k x y)) a b := by
    intro a b
    rw [hd, (put_spec h s a b 0 0).1, (put_spec h s a b 0 0).2.1]
    simp only [fun x y => (put_spec h s a b x y).2.2.2.2]
  have h3 : spinDot j k (spinDot j k Φ) s
      = exchange (exchange (fun x y => Φ (put s j k x y))) (s j) (s k) := by
    rw [hd (spinDot j k Φ) s, show (fun a b => spinDot j k Φ (put s j k a b)) =
      exchange (fun x y => Φ (put s j k x y)) from funext fun a => funext (h2 a)]
  have alg : ∀ (φ : Fin 3 → Fin 3 → ℂ) (a b : Fin 3), 1 / 3 * φ a b + 1 / 2 * exchange φ a b
      + 1 / 6 * exchange (exchange φ) a b = spinTwo φ a b := by
    intro φ a b
    fin_cases a <;> fin_cases b <;> simp [exchange, spinTwo] <;> ring
  have hs : put s j k (s j) (s k) = s := by simp [put]
  show 1 / 3 * Φ s + 1 / 2 * spinDot j k Φ s + 1 / 6 * spinDot j k (spinDot j k Φ) s = _
  rw [h3, hd Φ s, ← alg]
  simp only [hs]

/-- The operator (S^+)² turns m = -1 into m = +1 with amplitude 2 and kills the rest. -/
theorem raise_sq_apply (j : Fin N) (Φ : State N) (s : Fin N → Fin 3) :
    site (Splus ^ 2) j Φ s = if s j = 0 then 2 * Φ (update s j 2) else 0 := by
  have r2 : ((√2 : ℝ) : ℂ) * ((√2 : ℝ) : ℂ) = 2 := by
    rw [← Complex.ofReal_mul, Real.mul_self_sqrt (by norm_num)]; norm_num
  have e : ∀ a b, (Splus ^ 2) a b = 2 * (up * up) a b := by
    intro a b
    rw [pow_two, Splus, Matrix.smul_mul, Matrix.mul_smul, smul_smul, r2,
      Matrix.smul_apply, smul_eq_mul]
  have f : ∀ (a : Fin 3) (g : Fin 3 → ℂ),
      ∑ b, (Splus ^ 2) a b * g b = if a = 0 then 2 * g 2 else 0 := by
    intro a g
    simp only [e]
    fin_cases a <;> simp [up, Matrix.mul_apply, Fin.sum_univ_three]
  exact f (s j) (fun b => Φ (update s j b))

/-- If a bond projector annihilates a state, it still does after a one-spin operator acts on a site
off the bond. -/
theorem bondProj_far {i j k : Fin N} (hj : j ≠ i) (hk : k ≠ i)
    (O : Matrix (Fin 3) (Fin 3) ℂ) {Φ : State N} (hΦ : bondProj j k Φ = 0) :
    bondProj j k (site O i Φ) = 0 := by
  have c : ∀ O' (l : Fin N), l ≠ i → Commute (site O i) (site O' l) := by
    intro O' l hl
    refine LinearMap.ext fun Ψ => funext fun s => ?_
    show ∑ a, O (s i) a * ∑ b, O' (update s i a l) b * Ψ (update (update s i a) l b)
      = ∑ b, O' (s l) b * ∑ a, O (update s l b i) a * Ψ (update (update s l b) i a)
    simp only [update_of_ne hl, update_of_ne hl.symm, Finset.mul_sum]
    rw [Finset.sum_comm]
    refine Finset.sum_congr rfl fun b _ => Finset.sum_congr rfl fun a _ => ?_
    rw [update_comm hl]
    ring
  have d : Commute (site O i) (spinDot j k) :=
    ((c _ _ hj).mul_right (c _ _ hk)).add_right
      ((((c _ _ hj).mul_right (c _ _ hk)).add_right
        ((c _ _ hj).mul_right (c _ _ hk))).smul_right _)
  have p : Commute (site O i) (bondProj j k) :=
    (((Commute.one_right _).smul_right _).add_right (d.smul_right _)).add_right
      ((d.mul_right d).smul_right _)
  have e := LinearMap.congr_fun p.eq Φ
  rw [Module.End.mul_apply, Module.End.mul_apply, hΦ, map_zero] at e
  exact e.symm

/-- On a state without spin-2 part on a bond, the difference of the two (S^+)² terms
is fixed by the bond projector. -/
theorem bond_magnon {j k : Fin N} (h : j ≠ k) {Φ : State N} (hΦ : bondProj j k Φ = 0) :
    bondProj j k (site (Splus ^ 2) j Φ - site (Splus ^ 2) k Φ)
      = site (Splus ^ 2) j Φ - site (Splus ^ 2) k Φ := by
  funext s
  have r : ∀ a b, spinTwo (fun x y => Φ (put s j k x y)) a b = 0 := by
    intro a b
    have q := congrFun hΦ (put s j k a b)
    rw [bondProj_apply h, (put_spec h s a b 0 0).1, (put_spec h s a b 0 0).2.1] at q
    simpa only [fun x y => (put_spec h s a b x y).2.2.2.2, Pi.zero_apply] using q
  have q : ∀ a b, (site (Splus ^ 2) j Φ - site (Splus ^ 2) k Φ) (put s j k a b)
      = (if a = 0 then 2 * Φ (put s j k 2 b) else 0)
        - (if b = 0 then 2 * Φ (put s j k a 2) else 0) := by
    intro a b
    obtain ⟨p1, p2, p3, p4, -⟩ := put_spec h s a b 2 2
    rw [Pi.sub_apply, raise_sq_apply, raise_sq_apply, p1, p2, p3, p4]
  have fin : ∀ φ : Fin 3 → Fin 3 → ℂ, (∀ a b, spinTwo φ a b = 0) → ∀ a b,
      spinTwo (fun a b => (if a = 0 then 2 * φ 2 b else 0) - (if b = 0 then 2 * φ a 2 else 0)) a b
        = (if a = 0 then 2 * φ 2 b else 0) - (if b = 0 then 2 * φ a 2 else 0) := by
    intro φ hφ a b
    have h12 : (φ 1 2 + φ 2 1) / 2 = 0 := hφ 1 2
    have h22 : φ 2 2 = 0 := hφ 2 2
    have e : φ 2 1 = -φ 1 2 := by linear_combination 2 * h12
    fin_cases a <;> fin_cases b <;> simp [spinTwo, e, h22]
  have e := q (s j) (s k)
  rw [show put s j k (s j) (s k) = s by simp [put]] at e
  rw [bondProj_apply h, e]
  simp only [q]
  exact fin _ r (s j) (s k)

variable [NeZero N]

/-- The staggered sign (-1)^j. -/
def stagger (j : Fin N) : ℂ := (-1) ^ (j : ℕ)

/-- For `N ≥ 2`, the AKLT Hamiltonian on the ring: the sum of neighbouring spin-2 projectors. -/
def hamiltonian (N : ℕ) [NeZero N] : Module.End ℂ (State N) := ∑ j : Fin N, bondProj j (j + 1)

/-- The staggered sum of (S_j^+)² applied to a state. -/
def magnon (Φ : State N) : State N := ∑ j : Fin N, stagger j • site (Splus ^ 2) j Φ

/-- The three AKLT matrices, in a gauge without square roots. -/
def tensor : Fin 3 → Matrix (Fin 2) (Fin 2) ℂ :=
  ![!![0, 2; 0, 0], !![1, 0; 0, -1], !![0, 0; -1, 0]]

/-- The AKLT state: the cyclic contraction of one matrix per site over all bond indices. -/
def aklt (N : ℕ) [NeZero N] : State N :=
  fun s => ∑ c : Fin N → Fin 2, ∏ i, tensor (s i) (c i) (c (i + 1))

/-- The Néel configuration +1, -1, +1, -1, ... -/
def neel (i : Fin N) : Fin 3 := if (i : ℕ) % 2 = 0 then 0 else 2

/-- On an even ring the next site has the next label modulo `N`, the opposite staggered sign,
and is a different site. -/
theorem ring_succ (hN : Even N) (j : Fin N) :
    ((j + 1 : Fin N) : ℕ) = ((j : ℕ) + 1) % N ∧ stagger (j + 1) = -stagger j ∧ j + 1 ≠ j := by
  have hv : ((j + 1 : Fin N) : ℕ) = ((j : ℕ) + 1) % N :=
    (show _ = ((j : ℕ) + 1 % N) % N from rfl).trans (by rw [Nat.add_mod_mod])
  have hm : ∀ m : ℕ, (-1 : ℂ) ^ m = (-1) ^ (m % N) := by
    intro m
    conv_lhs => rw [← Nat.mod_add_div m N]
    rw [pow_add, pow_mul, hN.neg_one_pow, one_pow, mul_one]
  have hs : stagger (j + 1) = -stagger j := by
    unfold stagger
    rw [hv, ← hm, pow_succ]
    ring
  refine ⟨hv, hs, fun h => ?_⟩
  rw [h] at hs
  have h0 : stagger j ≠ 0 := pow_ne_zero _ (by norm_num)
  exact h0 (by linear_combination hs / 2)

/-- On an even ring, if every bond projector annihilates a state, then `H` multiplies its
staggered (S^+)² sum by 2. -/
theorem magnon_energy (hN : Even N) {Φ : State N} (hΦ : ∀ j, bondProj j (j + 1) Φ = 0) :
    hamiltonian N (magnon Φ) = (2 : ℂ) • magnon Φ := by
  -- each bond returns exactly its own two terms
  have step : ∀ j, bondProj j (j + 1) (magnon Φ) = stagger j • site (Splus ^ 2) j Φ
      + stagger (j + 1) • site (Splus ^ 2) (j + 1) Φ := by
    intro j
    obtain ⟨-, hs, hne⟩ := ring_succ hN j
    have b := bond_magnon hne.symm (hΦ j)
    rw [map_sub] at b
    rw [magnon, map_sum, Fintype.sum_eq_add j (j + 1) hne.symm (fun i hi => by
      rw [map_smul, bondProj_far hi.1.symm hi.2.symm _ (hΦ j), smul_zero])]
    rw [map_smul, map_smul, hs]
    simp only [neg_smul, ← sub_eq_add_neg, ← smul_sub, b]
  have shift : ∑ j : Fin N, stagger (j + 1) • site (Splus ^ 2) (j + 1) Φ = magnon Φ :=
    Equiv.sum_comp (Equiv.addRight (1 : Fin N)) (fun j => stagger j • site (Splus ^ 2) j Φ)
  rw [hamiltonian, LinearMap.sum_apply, Finset.sum_congr rfl (fun j _ => step j),
    Finset.sum_add_distrib, shift, two_smul]
  rfl

/-- The AKLT state has no spin-2 part on any bond between distinct neighbours. -/
theorem aklt_bond {j : Fin N} (h : j + 1 ≠ j) : bondProj j (j + 1) (aklt N) = 0 := by
  -- the sum over bond indices, with the shared index of the bond summed separately
  have flip : ∀ F : (Fin N → Fin 2) → ℂ,
      ∑ c, F c = 1 / 2 * ∑ c, ∑ x, F (update c (j + 1) x) := by
    intro F
    have inv : Involutive (fun c : Fin N → Fin 2 => update c (j + 1) (c (j + 1) + 1)) := by
      intro c
      have h2 : ∀ x : Fin 2, x + 1 + 1 = x := by decide
      show update (update c (j + 1) (c (j + 1) + 1)) (j + 1)
        (update c (j + 1) (c (j + 1) + 1) (j + 1) + 1) = c
      rw [update_self, update_idem, h2, update_eq_self]
    have e : ∑ c, F (update c (j + 1) (c (j + 1) + 1)) = ∑ c, F c := inv.bijective.sum_comp F
    have q : ∀ (y : Fin 2) (f : Fin 2 → ℂ), ∑ x, f x = f y + f (y + 1) :=
      Fin.forall_fin_two.2 ⟨fun f => Fin.sum_univ_two f,
        fun f => (Fin.sum_univ_two f).trans (add_comm _ _)⟩
    have p : ∀ c, ∑ x, F (update c (j + 1) x) = F c + F (update c (j + 1) (c (j + 1) + 1)) :=
      fun c => (q (c (j + 1)) (fun x => F (update c (j + 1) x))).trans (by simp)
    rw [Finset.sum_congr rfl (fun c _ => p c), Finset.sum_add_distrib, e]
    ring
  funext s
  have hW : ∃ W : (Fin N → Fin 2) → ℂ, ∀ a b, aklt N (put s j (j + 1) a b)
      = ∑ c, W c * (tensor a * tensor b) (c j) (c (j + 1 + 1)) := by
    refine ⟨fun c => 1 / 2 * ∏ i ∈ (Finset.univ.erase j).erase (j + 1),
      tensor (s i) (c i) (c (i + 1)), fun a b => ?_⟩
    unfold aklt
    refine (flip _).trans ?_
    rw [Finset.mul_sum]
    refine Finset.sum_congr rfl fun c _ => ?_
    have key : ∀ x, ∏ i, tensor (put s j (j + 1) a b i) (update c (j + 1) x i)
        (update c (j + 1) x (i + 1)) = tensor a (c j) x * (tensor b x (c (j + 1 + 1)) *
          ∏ i ∈ (Finset.univ.erase j).erase (j + 1), tensor (s i) (c i) (c (i + 1))) := by
      intro x
      have hr : ∏ i ∈ (Finset.univ.erase j).erase (j + 1), tensor (put s j (j + 1) a b i)
          (update c (j + 1) x i) (update c (j + 1) x (i + 1))
          = ∏ i ∈ (Finset.univ.erase j).erase (j + 1), tensor (s i) (c i) (c (i + 1)) := by
        refine Finset.prod_congr rfl fun i hi => ?_
        have h1 : i ≠ j + 1 := (Finset.mem_erase.1 hi).1
        have h2 : i ≠ j := (Finset.mem_erase.1 (Finset.mem_erase.1 hi).2).1
        have h3 : i + 1 ≠ j + 1 := fun e => h2 (add_right_cancel e)
        have h4 : put s j (j + 1) a b i = s i := by
          unfold put
          rw [update_of_ne h1, update_of_ne h2]
        rw [h4, update_of_ne h1, update_of_ne h3]
      have h5 : j + 1 + 1 ≠ j + 1 := fun e => h (add_right_cancel e)
      rw [← Finset.mul_prod_erase Finset.univ _ (Finset.mem_univ j),
        ← Finset.mul_prod_erase (Finset.univ.erase j) _
          (Finset.mem_erase.2 ⟨h, Finset.mem_univ (j + 1)⟩), hr,
        (put_spec h.symm s a b 0 0).1, (put_spec h.symm s a b 0 0).2.1,
        update_of_ne h.symm, update_self, update_of_ne h5]
    simp only [key, Matrix.mul_apply, Fin.sum_univ_two]
    ring
  obtain ⟨W, hW⟩ := hW
  -- products of two AKLT matrices have no spin-2 part
  have m : ∀ a b u v, spinTwo (fun x y => (tensor x * tensor y) u v) a b = 0 := by
    intro a b u v
    have t0 : tensor 0 = !![0, 2; 0, 0] := rfl
    have t1 : tensor 1 = !![1, 0; 0, -1] := rfl
    have t2 : tensor 2 = !![0, 0; -1, 0] := rfl
    fin_cases a <;> fin_cases b <;> fin_cases u <;> fin_cases v <;>
      norm_num [spinTwo, t0, t1, t2, Matrix.mul_apply, Fin.sum_univ_two]
  have lin : ∀ a b, spinTwo (fun x y => ∑ c, W c * (tensor x * tensor y) (c j) (c (j + 1 + 1))) a b
      = ∑ c, W c * spinTwo (fun x y => (tensor x * tensor y) (c j) (c (j + 1 + 1))) a b := by
    intro a b
    fin_cases a <;> fin_cases b <;>
      simp only [spinTwo, Finset.mul_sum, Finset.sum_div, ← Finset.sum_add_distrib] <;>
      refine Finset.sum_congr rfl fun c _ => ?_ <;> simp <;> ring
  rw [bondProj_apply h.symm]
  simp only [hW]
  rw [lin]
  simp only [m, mul_zero, Finset.sum_const_zero, Pi.zero_apply]

/-- On an even ring the AKLT state has a nonzero amplitude on the Néel configuration. -/
theorem aklt_neel_ne_zero (hN : Even N) : aklt N neel ≠ 0 := by
  unfold aklt
  -- a single assignment of bond indices contributes
  rw [Fintype.sum_eq_single (fun i : Fin N => if (i : ℕ) % 2 = 0 then (0 : Fin 2) else 1)]
  · refine Finset.prod_ne_zero_iff.2 fun i _ => ?_
    have hp : ((i + 1 : Fin N) : ℕ) % 2 = ((i : ℕ) + 1) % 2 := by
      rw [(ring_succ hN i).1, Nat.mod_mod_of_dvd _ hN.two_dvd]
    show tensor (if (i : ℕ) % 2 = 0 then 0 else 2) (if (i : ℕ) % 2 = 0 then 0 else 1)
      (if ((i + 1 : Fin N) : ℕ) % 2 = 0 then 0 else 1) ≠ 0
    rw [hp]
    by_cases h : (i : ℕ) % 2 = 0
    · have h' : ¬ ((i : ℕ) + 1) % 2 = 0 := by omega
      rw [if_pos h, if_pos h, if_neg h']
      simp [tensor]
    · have h' : ((i : ℕ) + 1) % 2 = 0 := by omega
      rw [if_neg h, if_neg h, if_pos h']
      simp [tensor]
  · intro c hc
    obtain ⟨i, hi⟩ := Function.ne_iff.1 hc
    refine Finset.prod_eq_zero (Finset.mem_univ i) ?_
    have k0 : ∀ x y : Fin 2, x ≠ 0 → tensor 0 x y = 0 := by
      intro x y h
      fin_cases x <;> fin_cases y <;> simp_all [tensor]
    have k2 : ∀ x y : Fin 2, x ≠ 1 → tensor 2 x y = 0 := by
      intro x y h
      fin_cases x <;> fin_cases y <;> simp_all [tensor]
    by_cases h : (i : ℕ) % 2 = 0
    · rw [show neel i = 0 from if_pos h]
      exact k0 _ _ fun e => hi (e.trans (if_pos h).symm)
    · rw [show neel i = 2 from if_neg h]
      exact k2 _ _ fun e => hi (e.trans (if_neg h).symm)

/-- On an even ring of at least four spins 1, the AKLT state is a nonzero state of energy 0,
and its staggered (S^+)² sum is a nonzero eigenvector of `H` with energy 2. -/
theorem aklt_exact_excited_state (hN : Even N) (h4 : 4 ≤ N) :
    (aklt N ≠ 0 ∧ hamiltonian N (aklt N) = 0) ∧
    magnon (aklt N) ≠ 0 ∧ hamiltonian N (magnon (aklt N)) = (2 : ℂ) • magnon (aklt N) := by
  have hb : ∀ j : Fin N, bondProj j (j + 1) (aklt N) = 0 :=
    fun j => aklt_bond (ring_succ hN j).2.2
  refine ⟨⟨fun h => aklt_neel_ne_zero hN (congrFun h _), ?_⟩, fun h0 => ?_, magnon_energy hN hb⟩
  · rw [hamiltonian, LinearMap.sum_apply]
    exact Finset.sum_eq_zero fun j _ => hb j
  -- two neighbouring spins +1 have zero amplitude
  have pp : ∀ (t : Fin N → Fin 3) (j : Fin N), t j = 0 → t (j + 1) = 0 → aklt N t = 0 := by
    intro t j h1 h2
    have q := congrFun (hb j) t
    rw [bondProj_apply (ring_succ hN j).2.2.symm, h1, h2] at q
    have q' : aklt N (put t j (j + 1) 0 0) = 0 := q
    have e : put t j (j + 1) (t j) (t (j + 1)) = t := by simp [put]
    rw [h1, h2] at e
    rwa [e] at q'
  have v0 : ((0 : Fin N) : ℕ) = 0 := by simp
  have v1 : ((1 : Fin N) : ℕ) = 1 := Nat.mod_eq_of_lt (by omega : 1 < N)
  have v2 : ((1 + 1 : Fin N) : ℕ) = 2 := by
    rw [(ring_succ hN 1).1, v1]
    exact Nat.mod_eq_of_lt (by omega)
  have h10 : (1 : Fin N) ≠ 0 := fun h => by
    have := congrArg Fin.val h
    rw [v1, v0] at this
    omega
  have h20 : (1 + 1 : Fin N) ≠ 0 := fun h => by
    have := congrArg Fin.val h
    rw [v2, v0] at this
    omega
  have n0 : neel (0 : Fin N) = 0 := if_pos (by rw [v0])
  have n1 : neel (1 : Fin N) = 2 := if_neg (by rw [v1]; norm_num)
  have n2 : neel (1 + 1 : Fin N) = 0 := if_pos (by rw [v2])
  -- test configuration: Néel order with site 1 raised to +1
  have hz : ∀ i : Fin N, i ≠ 1 → stagger i * (if update neel 1 0 i = 0 then
      2 * aklt N (update (update neel 1 0) i 2) else 0) = 0 := by
    intro i hi
    have z : aklt N (update (update neel 1 0) i 2) = 0 := by
      by_cases hi0 : i = 0
      · subst hi0
        refine pp _ 1 ?_ ?_
        · rw [update_of_ne h10, update_self]
        · rw [update_of_ne h20, update_of_ne (ring_succ hN 1).2.2, n2]
      · refine pp _ 0 ?_ ?_
        · rw [update_of_ne (Ne.symm hi0), update_of_ne h10.symm, n0]
        · rw [zero_add, update_of_ne (Ne.symm hi), update_self]
    rw [z]
    simp
  have hval := congrFun h0 (update neel 1 0)
  simp only [magnon, Finset.sum_apply, Pi.smul_apply, smul_eq_mul, raise_sq_apply,
    Pi.zero_apply] at hval
  have hu : update neel (1 : Fin N) 2 = neel := by rw [← n1, update_eq_self]
  rw [Fintype.sum_eq_single 1 hz, if_pos (update_self _ _ _), update_idem, hu] at hval
  have hs : stagger (1 : Fin N) ≠ 0 := pow_ne_zero _ (by norm_num)
  exact mul_ne_zero hs (mul_ne_zero two_ne_zero (aklt_neel_ne_zero hN)) hval

end

end AKLTExcitation
```

```lean
#print axioms AKLTExcitation.aklt_exact_excited_state
-- 'AKLTExcitation.aklt_exact_excited_state' depends on axioms: [propext, Classical.choice, Quot.sound]
```

## How the lemmas follow the calculation

`bondProj_apply` reduces the projector to a two-site table, checked by cases. `aklt_bond` sums the shared matrix index to get $P_j\psi=0$. `bond_magnon` and `bondProj_far` treat terms on and off the bond; `magnon_energy` adds them, using `ring_succ` for the signs. `aklt_neel_ne_zero` isolates the single nonzero product in $\psi(n)$, and the final theorem evaluates $X(n')$ through `raise_sq_apply`.
